# Among boxes of equal volume, the surface energy is lowest when edges are proportional to surface tensions

A small crystal grown in the shape of a rectangular block has faces of different kinds, and each kind costs a different free energy per unit area, here called its surface tension. If the amount of material is fixed, making the block flatter enlarges some faces and shrinks others. Which edge lengths make the total surface energy smallest?

Wulff's construction treats this question for crystals of arbitrary shape. Here the competitors are only boxes with fixed face directions. Within that restriction, and with size-independent surface tensions and no edge or corner energies, the result gives the surface term at fixed volume that enters a classical nucleation barrier.

## A box, its faces and its energy

Let the box have $n\ge 1$ axes. In Lean the axes are the elements of a finite type `ι`, so $n$ is `Fintype.card ι`, and the theorems that need $n\ge1$ assume `Nonempty ι`.

```lean
import Mathlib

open Finset

namespace WulffBox

noncomputable section

variable {ι : Type*} [Fintype ι] [DecidableEq ι]
```

The edges are real numbers $L_i$, and the volume is $V=\prod_i L_i$.

```lean
/-- The volume of a box with edges `L i`. -/
def volume (L : ι → ℝ) : ℝ := ∏ i, L i
```

A face normal to axis $i$ extends along all the other axes, so its area is $A_i=\prod_{j\ne i}L_j$. For $n=1$ this is an empty product, equal to one.

```lean
/-- The area of one face normal to axis `i`: the product of all the other edges. -/
def faceArea (L : ι → ℝ) (i : ι) : ℝ := ∏ j ∈ univ.erase i, L j
```

Let $g_i$ be the sum of the surface tensions of the two opposite faces normal to axis $i$. The surface energy is then $E=\sum_i g_iA_i$. For short, $g_i$ is called the tension of axis $i$. The energy bounds below assume $g_i>0$, which says that creating a pair of opposite faces costs free energy, and $L_i>0$.

```lean
/-- The surface energy of a box, where `g i` is the sum of the surface tensions of the two
opposite faces normal to axis `i`. -/
def surfaceEnergy (g L : ι → ℝ) : ℝ := ∑ i, g i * faceArea L i
```

## The candidate for the minimum

Suppose that the edges are proportional to the tensions, $L_i=s\,g_i$. The volume is then $V=s^n\prod_i g_i$, which fixes the scale
$$s=\Big(\frac{V}{\prod_i g_i}\Big)^{1/n}.$$

```lean
/-- The ratio of edge to `g i` (the summed surface tension of two opposite faces) that belongs to
the volume `V`. -/
def wulffScale (g : ι → ℝ) (V : ℝ) : ℝ :=
  (V / ∏ i, g i) ^ (1 / (Fintype.card ι : ℝ))
```

The box with edges $s\,g_i$ is the Wulff box. If the two faces of each pair have the same tension $\gamma_i=g_i/2$, their distance from the centre is $L_i/2=s\gamma_i$, the familiar proportionality between distance and surface tension.

```lean
/-- The Wulff box of volume `V`: its edges are proportional to the summed surface tensions `g i` of
the pairs of opposite faces. -/
def wulffBox (g : ι → ℝ) (V : ℝ) : ι → ℝ := fun i => wulffScale g V * g i
```

## Energy as volume over edge

Multiplying $A_i$ by the missing edge restores the volume, so $A_i=V/L_i$ and $E=\sum_i g_iV/L_i$.

```lean
/-- The area of a face is the volume divided by the edge normal to it. -/
theorem faceArea_eq (L : ι → ℝ) (i : ι) (hi : L i ≠ 0) :
    faceArea L i = volume L / L i := by
  rw [eq_div_iff hi]
  exact Finset.prod_erase_mul univ L (mem_univ i)
```

## Positive numbers with product one

Let $y_i>0$ with $\prod_i y_i=1$. Then $\sum_i\log y_i=0$, and therefore
$$\sum_i y_i-n=\sum_i\,(y_i-1-\log y_i).$$
Since $\log y\le y-1$, every term on the right is non-negative, and so $\sum_i y_i\ge n$. If the sum equals $n$, every term vanishes. Because $\log y<y-1$ for positive $y\neq1$, each $y_i$ must then be one. The converse is immediate.

The equality case turns on the Mathlib lemma `Finset.sum_eq_zero_iff_of_nonneg`: a finite sum of non-negative terms is zero exactly when each term is zero. It takes the non-negativity `hn` and the vanishing sum `h0`, and returns one equation for each axis. The strict inequality `Real.log_lt_sub_one_of_pos` then contradicts that equation if $y_i\ne1$. A single statement about a total thus becomes a condition on every edge.

```lean
omit [DecidableEq ι] in
/-- Positive numbers with product one have a sum of at least their number, with equality
exactly when all of them are one. -/
theorem card_le_sum_of_prod_eq_one (y : ι → ℝ) (hy : ∀ i, 0 < y i) (h : ∏ i, y i = 1) :
    (Fintype.card ι : ℝ) ≤ ∑ i, y i ∧
      (∑ i, y i = (Fintype.card ι : ℝ) ↔ ∀ i, y i = 1) := by
  have hlog : ∑ i, Real.log (y i) = 0 := by
    rw [← Real.log_prod, h, Real.log_one]
    exact fun i _ => (hy i).ne'
  -- the excess of the sum is a sum of non-negative terms
  have hsum : ∑ i, (y i - 1 - Real.log (y i)) = ∑ i, y i - (Fintype.card ι : ℝ) := by
    simp [Finset.sum_sub_distrib, hlog]
  have hn : ∀ i, 0 ≤ y i - 1 - Real.log (y i) := fun i => by
    linarith [Real.log_le_sub_one_of_pos (hy i)]
  refine ⟨?_, fun he i => ?_, fun h1 => by simp [h1]⟩
  · have h0 : 0 ≤ ∑ i, (y i - 1 - Real.log (y i)) := Finset.sum_nonneg fun i _ => hn i
    linarith
  · have h0 : ∑ i, (y i - 1 - Real.log (y i)) = 0 := by rw [hsum]; linarith
    have hi : y i - 1 - Real.log (y i) = 0 :=
      (Finset.sum_eq_zero_iff_of_nonneg (fun i _ => hn i)).1 h0 i (mem_univ i)
    by_contra hne
    linarith [Real.log_lt_sub_one_of_pos (hy i) hne]
```

The scale $s$ contains an $n$-th root, taken as a real power. For $x\ge0$ and $n\ge1$, raising the root to the $n$-th power gives back $(x^{1/n})^n=x$.

```lean
omit [DecidableEq ι] in
/-- The `n`-th power of the `n`-th root of a non-negative number is that number, where `n` is
the number of axes. -/
theorem root_pow [Nonempty ι] {x : ℝ} (hx : 0 ≤ x) :
    (x ^ (1 / (Fintype.card ι : ℝ))) ^ Fintype.card ι = x := by
  rw [one_div]
  exact Real.rpow_inv_natCast_pow hx Fintype.card_ne_zero
```

## The lower bound and the box that reaches it

Put $y_i=s\,g_i/L_i$. Their product is
$$\prod_i y_i=\frac{s^n\prod_i g_i}{V}=1,$$
and the energy becomes
$$E=\sum_i\frac{g_iV}{L_i}=\frac Vs\sum_i y_i\ \ge\ \frac{nV}{s}=nV\Big(\frac{\prod_i g_i}{V}\Big)^{1/n}.$$
Equality holds exactly when all $y_i=1$, that is, when $L_i=s\,g_i$.

In the proof, `hp` is the product, `he` the rewritten energy and `hb` the rewritten bound. The previous inequality enters as `key` and is multiplied by the positive factor $V/s$; cancelling the same factor transfers the equality case.

```lean
/-- The surface energy of a box is bounded below at fixed volume, and the bound is reached exactly
when every edge is the Wulff scale times `g i`, the summed surface tension of the two faces normal
to it. -/
theorem energy_bound [Nonempty ι] (g L : ι → ℝ) (hg : ∀ i, 0 < g i) (hL : ∀ i, 0 < L i) :
    Fintype.card ι * volume L * ((∏ i, g i) / volume L) ^ (1 / (Fintype.card ι : ℝ))
        ≤ surfaceEnergy g L ∧
      (surfaceEnergy g L =
        Fintype.card ι * volume L * ((∏ i, g i) / volume L) ^ (1 / (Fintype.card ι : ℝ)) ↔
        L = wulffBox g (volume L)) := by
  have hV : 0 < volume L := Finset.prod_pos fun i _ => hL i
  have hG : 0 < ∏ i, g i := Finset.prod_pos fun i _ => hg i
  have hs : 0 < wulffScale g (volume L) := Real.rpow_pos_of_pos (div_pos hV hG) _
  have hsn : wulffScale g (volume L) ^ Fintype.card ι = volume L / ∏ i, g i :=
    root_pow (div_pos hV hG).le
  have hb : Fintype.card ι * volume L *
      ((∏ i, g i) / volume L) ^ (1 / (Fintype.card ι : ℝ)) =
      volume L / wulffScale g (volume L) * Fintype.card ι := by
    rw [← inv_div (volume L) (∏ i, g i), Real.inv_rpow (div_pos hV hG).le]
    unfold wulffScale
    ring
  -- the energy in terms of the reduced ratios, whose product is one
  have he : surfaceEnergy g L = volume L / wulffScale g (volume L) *
      ∑ i, wulffScale g (volume L) * g i / L i := by
    unfold surfaceEnergy
    rw [Finset.mul_sum]
    refine Finset.sum_congr rfl fun i _ => ?_
    have hi := (hL i).ne'
    have hs' := hs.ne'
    rw [faceArea_eq L i hi]
    field_simp
  have hp : ∏ i, wulffScale g (volume L) * g i / L i = 1 := by
    rw [Finset.prod_div_distrib, Finset.prod_mul_distrib, Finset.prod_const,
      Finset.card_univ, hsn, div_mul_cancel₀ _ hG.ne']
    exact div_self hV.ne'
  have key := card_le_sum_of_prod_eq_one _
    (fun i => div_pos (mul_pos hs (hg i)) (hL i)) hp
  have hk : 0 < volume L / wulffScale g (volume L) := div_pos hV hs
  rw [hb, he]
  refine ⟨mul_le_mul_of_nonneg_left key.1 hk.le, ?_⟩
  rw [mul_right_inj' hk.ne', key.2, funext_iff]
  refine forall_congr' fun i => ?_
  rw [div_eq_one_iff_eq (hL i).ne']
  exact eq_comm
```

The equality condition can be stated without $s$. If $L_i=s\,g_i$, every ratio $L_i/g_i$ equals $s$. Conversely, let all ratios have the common value $c$. Then $V=c^n\prod_i g_i$, so $c^n=s^n$, and $c=s$ because both are positive.

The theorem reads: for positive tensions and edges, the energy is at least $nV(\prod_i g_i/V)^{1/n}$, and it equals this value if and only if $L_i/g_i=L_j/g_j$ for all axes $i,j$. The volume is not a separate variable but `volume L`, computed from the edges.

```lean
/-- **Wulff theorem for boxes.** The surface energy of a box of volume `V` in `n` dimensions is at
least `n V (∏ g / V)^(1/n)`, with equality exactly when the ratio of edge to `g i` is the same for
all axes, where `g i` is the summed surface tension of two opposite faces. -/
theorem wulff_theorem [Nonempty ι] (g L : ι → ℝ) (hg : ∀ i, 0 < g i) (hL : ∀ i, 0 < L i) :
    Fintype.card ι * volume L * ((∏ i, g i) / volume L) ^ (1 / (Fintype.card ι : ℝ))
        ≤ surfaceEnergy g L ∧
      (surfaceEnergy g L =
        Fintype.card ι * volume L * ((∏ i, g i) / volume L) ^ (1 / (Fintype.card ι : ℝ)) ↔
        ∀ i j, L i / g i = L j / g j) := by
  refine ⟨(energy_bound g L hg hL).1, (energy_bound g L hg hL).2.trans ⟨fun h => ?_, fun h => ?_⟩⟩
  · have hr : ∀ i, L i / g i = wulffScale g (volume L) := fun i => by
      rw [div_eq_iff (hg i).ne']
      exact congrFun h i
    intro i j
    rw [hr i, hr j]
  · -- a common ratio is fixed by the volume
    obtain ⟨k⟩ := ‹Nonempty ι›
    have : Nonempty ι := ⟨k⟩
    have hG : 0 < ∏ i, g i := Finset.prod_pos fun i _ => hg i
    have hV : 0 < volume L := Finset.prod_pos fun i _ => hL i
    have hc : 0 < L k / g k := div_pos (hL k) (hg k)
    have hLi : ∀ i, L i = L k / g k * g i := fun i => (div_eq_iff (hg i).ne').1 (h i k)
    have hvol : volume L = (L k / g k) ^ Fintype.card ι * ∏ i, g i := by
      calc volume L = ∏ i, (L k / g k * g i) := Finset.prod_congr rfl fun i _ => hLi i
        _ = _ := by rw [Finset.prod_mul_distrib, Finset.prod_const, Finset.card_univ]
    have hpow : wulffScale g (volume L) ^ Fintype.card ι = (L k / g k) ^ Fintype.card ι :=
      (root_pow (div_pos hV hG).le).trans ((div_eq_iff hG.ne').2 hvol)
    have hs : wulffScale g (volume L) = L k / g k :=
      (pow_left_inj₀ (Real.rpow_pos_of_pos (div_pos hV hG) _).le hc.le
        Fintype.card_ne_zero).1 hpow
    funext i
    unfold wulffBox
    rw [hs]
    exact hLi i
```

## Existence and uniqueness of the minimiser

For any prescribed $V>0$, the Wulff box has positive edges, and its volume is $\prod_i s\,g_i=s^n\prod_i g_i=V$. The bound is therefore attained at every volume.

```lean
omit [DecidableEq ι] in
/-- The Wulff box has positive edges and the prescribed volume. -/
theorem wulffBox_volume [Nonempty ι] (g : ι → ℝ) (V : ℝ) (hg : ∀ i, 0 < g i) (hV : 0 < V) :
    (∀ i, 0 < wulffBox g V i) ∧ volume (wulffBox g V) = V := by
  have hG : 0 < ∏ i, g i := Finset.prod_pos fun i _ => hg i
  refine ⟨fun i => mul_pos (Real.rpow_pos_of_pos (div_pos hV hG) _) (hg i), ?_⟩
  have hsn : wulffScale g V ^ Fintype.card ι = V / ∏ i, g i := root_pow (div_pos hV hG).le
  unfold volume wulffBox
  rw [Finset.prod_mul_distrib, Finset.prod_const, Finset.card_univ, hsn,
    div_mul_cancel₀ _ hG.ne']
```

Applying the equality case to the Wulff box itself shows that its energy is the lower bound. Any box of the same volume has at least this energy, and has exactly this energy only if it is the Wulff box. In Lean the comparison is between `L` and `wulffBox g (volume L)`, which builds in the equal volumes.

```lean
/-- Among all boxes of the same volume the Wulff box has the lowest surface energy, and it is
the only one that has it. -/
theorem wulffBox_unique_minimizer [Nonempty ι] (g L : ι → ℝ) (hg : ∀ i, 0 < g i)
    (hL : ∀ i, 0 < L i) :
    surfaceEnergy g (wulffBox g (volume L)) ≤ surfaceEnergy g L ∧
      (surfaceEnergy g L = surfaceEnergy g (wulffBox g (volume L)) ↔
        L = wulffBox g (volume L)) := by
  have hV : 0 < volume L := Finset.prod_pos fun i _ => hL i
  obtain ⟨hpos, hvol⟩ := wulffBox_volume g (volume L) hg hV
  have hW := (energy_bound g _ hg hpos).2.2 (by rw [hvol])
  rw [hvol] at hW
  rw [hW]
  exact energy_bound g L hg hL
```

## Three dimensions without roots

For $n=3$, write $r=(g_1g_2g_3/V)^{1/3}$, so that $r^3V=g_1g_2g_3$. Cubing $E\ge3Vr$, whose right side is positive, gives
$$E^3\ \ge\ 27V^3r^3=27\,g_1g_2g_3\,V^2.$$
Lean numbers the three axes 0, 1, 2 through `Fin 3`. The `generalize` step replaces the root by the symbol `r`, after which only polynomial algebra remains.

```lean
/-- In three dimensions the cube of the surface energy is at least 27 times the product of the `g i`
and the square of the volume, where `g i` is the summed surface tension of two opposite faces. -/
theorem energy_cube_bound (g L : Fin 3 → ℝ) (hg : ∀ i, 0 < g i) (hL : ∀ i, 0 < L i) :
    27 * (∏ i, g i) * volume L ^ 2 ≤ surfaceEnergy g L ^ 3 := by
  have hV : 0 < volume L := Finset.prod_pos fun i _ => hL i
  have hG : 0 < ∏ i, g i := Finset.prod_pos fun i _ => hg i
  have h := (wulff_theorem g L hg hL).1
  have hr := root_pow (ι := Fin 3) (div_pos hG hV).le
  have h0 := Real.rpow_pos_of_pos (div_pos hG hV) (1 / (Fintype.card (Fin 3) : ℝ))
  generalize ((∏ i, g i) / volume L) ^ (1 / (Fintype.card (Fin 3) : ℝ)) = r at h hr h0
  rw [Fintype.card_fin] at h hr
  push_cast at h
  have hr' : r ^ 3 * volume L = ∏ i, g i := (eq_div_iff hV.ne').1 hr
  calc 27 * (∏ i, g i) * volume L ^ 2 = (3 * volume L * r) ^ 3 := by rw [← hr']; ring
    _ ≤ surfaceEnergy g L ^ 3 := pow_le_pow_left₀ (by positivity) h 3

end

end WulffBox
```

Take $g=(1,2,4)$ and $V=8$ in consistent units. Then $\prod_i g_i=8$ and $s=1$, so the Wulff box has edges $1,2,4$. Its face areas are $8,4,2$, and its energy is $1\cdot8+2\cdot4+4\cdot2=24$. The root-free form agrees: $27\cdot8\cdot8^2=13824=24^3$. A cube of the same volume has edges $2$ and face areas $4$, and its energy is $(1+2+4)\cdot4=28$. The favourable box is short along the axis whose faces are cheap, which gives those faces the largest area.

```lean
#print axioms WulffBox.wulff_theorem
#print axioms WulffBox.wulffBox_unique_minimizer
#print axioms WulffBox.energy_cube_bound
```

```
'WulffBox.wulff_theorem' depends on axioms: [propext, Classical.choice, Quot.sound]
'WulffBox.wulffBox_unique_minimizer' depends on axioms: [propext, Classical.choice, Quot.sound]
'WulffBox.energy_cube_bound' depends on axioms: [propext, Classical.choice, Quot.sound]
```
